# Away from the forward direction, the Klein–Nishina angular factor falls strictly with photon energy, from the Thomson value to zero

Unpolarised photons scatter off a free electron at rest, and an ideal detector at a fixed angle $\theta$ counts the scattered photons at fixed incident flux. At low energy the count follows Thomson's angular factor $1+\cos^2\theta$. As the photon energy grows, the electron recoils and the Klein–Nishina formula takes over. Does the signal at that angle only go down, or can it rise somewhere above the Thomson value?

For every angle with $\cos\theta<1$ it only goes down. In a transport simulation that treats the photons as unpolarised and the electrons as free and at rest, replacing Klein–Nishina by Thomson scattering therefore overestimates the differential cross section at each such angle and every nonzero energy.

```lean
import Mathlib

open Filter Topology Set

namespace KleinNishinaEnergy

noncomputable section
```

## The energy ratio and the angular factor

Let $x$ be the incident photon energy in units of the electron rest energy. Energy and momentum conservation fix the ratio of scattered to incident photon energy:
$$r(x)=\frac{1}{1+x(1-\cos\theta)}.$$

```lean
/-- Ratio of scattered to incident photon energy in Compton scattering through the angle `θ`,
for incident energy `x` in units of the electron rest energy; the domain is
`1 + x (1 - cos θ) ≠ 0`, which contains all `x ≥ 0`. -/
def comptonRatio (θ x : ℝ) : ℝ := 1 / (1 + x * (1 - Real.cos θ))
```

For unpolarised photons, the lowest-order differential cross section is half the squared classical electron radius times
$$F(x)=r^2\left(r+\frac1r-\sin^2\theta\right).$$

```lean
/-- The Klein-Nishina angular factor `r² (r + 1/r - sin² θ)`, where `r` is the Compton energy
ratio; the domain is that of `r`. -/
def angularFactor (θ x : ℝ) : ℝ :=
  comptonRatio θ x ^ 2 * (comptonRatio θ x + 1 / comptonRatio θ x - Real.sin θ ^ 2)
```

In Lean, $r$ is `comptonRatio θ x` and $F$ is `angularFactor θ x`, with `θ` and `x` real. Both formulas enter as definitions; neither is derived from the Dirac equation here. The constant prefactor is left out, and $x=0$ stands for the low-energy limit.

## A cubic in the energy ratio

For $x\ge0$ the denominator of $r$ is at least $1$, so $r>0$. Multiplying out and using $r\cdot\frac1r=1$ gives
$$F=r^3-r^2\sin^2\theta+r.$$

```lean
/-- For photon energy `x ≥ 0` the Compton ratio `r` is positive, and the Klein-Nishina factor
is the cubic `r³ - r² sin² θ + r`. -/
theorem angularFactor_eq_cubic (θ : ℝ) {x : ℝ} (hx : 0 ≤ x) :
    0 < comptonRatio θ x ∧ angularFactor θ x =
      comptonRatio θ x ^ 3 - comptonRatio θ x ^ 2 * Real.sin θ ^ 2 + comptonRatio θ x := by
  have hc : 0 ≤ 1 - Real.cos θ := sub_nonneg.2 (Real.cos_le_one θ)
  have hr : 0 < comptonRatio θ x := by
    unfold comptonRatio
    positivity
  refine ⟨hr, ?_⟩
  have h1 : comptonRatio θ x * (1 / comptonRatio θ x) = 1 := mul_one_div_cancel hr.ne'
  unfold angularFactor
  linear_combination comptonRatio θ x * h1
```

The energy now enters only through $r$. Write $s=\sin^2\theta$, so $0\le s\le1$, and take real $a<b$. The cubic changes from $a$ to $b$ by $(b-a)\,q$, where
$$q=a^2+ab+b^2-s(a+b)+1=\tfrac14(a-b)^2+\tfrac1{12}\bigl(3(a+b)-2s\bigr)^2+1-\tfrac{s^2}{3}.$$
Since $s^2\le1$, we have $q\ge\frac23>0$, and the cubic is strictly increasing.

```lean
/-- At fixed angle the cubic `r³ - r² sin² θ + r` is strictly increasing in `r`. -/
theorem cubic_strictMono (θ : ℝ) :
    StrictMono fun r : ℝ => r ^ 3 - r ^ 2 * Real.sin θ ^ 2 + r := by
  intro a b hab
  show a ^ 3 - a ^ 2 * Real.sin θ ^ 2 + a < b ^ 3 - b ^ 2 * Real.sin θ ^ 2 + b
  have s0 : 0 ≤ Real.sin θ ^ 2 := sq_nonneg _
  have s1 : Real.sin θ ^ 2 ≤ 1 := Real.sin_sq_le_one θ
  generalize Real.sin θ ^ 2 = s at *
  have s2 : s ^ 2 ≤ 1 := pow_le_one₀ s0 s1
  -- the difference quotient is positive, by completing the square
  have hq : 0 < a ^ 2 + a * b + b ^ 2 - s * (a + b) + 1 := by
    nlinarith [sq_nonneg (a - b), sq_nonneg (3 * (a + b) - 2 * s)]
  nlinarith [mul_pos (sub_pos.2 hab) hq]
```

The first `nlinarith` call receives exactly these two squares and finds `hq`, the positivity of $q$; the second multiplies by $b-a>0$.

## Recoil lowers the ratio

If $\cos\theta<1$ and $0\le x<y$, then $1+x(1-\cos\theta)<1+y(1-\cos\theta)$. Both sides are positive, so taking reciprocals reverses the order: $r(y)<r(x)$.

```lean
/-- Away from the forward direction, the Compton energy ratio strictly decreases with the
incident photon energy `x ≥ 0`. -/
theorem comptonRatio_strictAntiOn {θ : ℝ} (hθ : Real.cos θ < 1) :
    StrictAntiOn (comptonRatio θ) (Ici 0) := by
  intro x hx y _ hxy
  have hx0 : 0 ≤ x := hx
  have hc : 0 < 1 - Real.cos θ := sub_pos.2 hθ
  have h := mul_lt_mul_of_pos_right hxy hc
  unfold comptonRatio
  exact one_div_lt_one_div_of_lt (by positivity) (by linarith)
```

The same denominator grows without bound as $x\to\infty$, so $r(x)\to0$.

```lean
/-- Away from the forward direction, the Compton energy ratio tends to zero as the incident
photon energy grows without bound. -/
theorem comptonRatio_tendsto {θ : ℝ} (hθ : Real.cos θ < 1) :
    Tendsto (comptonRatio θ) atTop (𝓝 0) := by
  have hc : 0 < 1 - Real.cos θ := sub_pos.2 hθ
  have h : Tendsto (fun x : ℝ => 1 + x * (1 - Real.cos θ)) atTop atTop :=
    tendsto_atTop_add_const_left _ 1 (tendsto_id.atTop_mul_const hc)
  exact tendsto_const_nhds.div_atTop h
```

## Descent from Thomson scattering

Let $\cos\theta<1$. An increasing function of a decreasing ratio is decreasing, so $F$ strictly decreases on $[0,\infty)$. At $x=0$ we have $r=1$ and
$$F(0)=2-\sin^2\theta=1+\cos^2\theta.$$
As $x\to\infty$, $r\to0$ and every term of the cubic vanishes, so $F(x)\to0$.

```lean
/-- At a fixed angle with `cos θ < 1`, the Klein-Nishina factor strictly decreases with photon
energy `x ≥ 0`, starts at the Thomson value `1 + cos² θ`, and tends to zero at high energy. -/
theorem angularFactor_decreases_from_thomson {θ : ℝ} (hθ : Real.cos θ < 1) :
    StrictAntiOn (angularFactor θ) (Ici 0) ∧
      angularFactor θ 0 = 1 + Real.cos θ ^ 2 ∧
      Tendsto (angularFactor θ) atTop (𝓝 0) := by
  refine ⟨?_, ?_, ?_⟩
  · -- an increasing cubic of a decreasing ratio
    intro x hx y hy hxy
    rw [(angularFactor_eq_cubic θ hx).2, (angularFactor_eq_cubic θ hy).2]
    exact cubic_strictMono θ (comptonRatio_strictAntiOn hθ hx hy hxy)
  · have h0 : comptonRatio θ 0 = 1 := by simp [comptonRatio]
    rw [angularFactor, h0, Real.sin_sq]
    ring
  · have hr := comptonRatio_tendsto hθ
    have h := ((hr.pow 3).sub ((hr.pow 2).mul_const (Real.sin θ ^ 2))).add hr
    have h2 : Tendsto (angularFactor θ) atTop
        (𝓝 (0 ^ 3 - 0 ^ 2 * Real.sin θ ^ 2 + 0)) := by
      refine h.congr' ?_
      filter_upwards [eventually_ge_atTop (0 : ℝ)] with x hx
      exact (angularFactor_eq_cubic θ hx).2.symm
    simpa using h2
```

The hypothesis `Real.cos θ < 1` excludes only the forward direction. `StrictAntiOn … (Ici 0)` says that $F(y)<F(x)$ whenever $0\le x<y$; starting from energy $0$, this gives $F(x)<1+\cos^2\theta$ for every $x>0$. The cubic form holds for $x\ge0$, which is enough for the limit because `congr'` needs agreement only at large $x$.

A right-angle example shows the size of the effect. At $\theta=90^\circ$ the Thomson value is $1$. A photon with the electron's rest energy, $x=1$, has $r=\frac12$ and
$$F(1)=\tfrac14\left(\tfrac12+2-1\right)=\tfrac38.$$
At $x=3$ the ratio is $\frac14$ and $F(3)=\frac1{64}-\frac1{16}+\frac14=\frac{13}{64}$, about a fifth of the Thomson value.

## The initial slope

Differentiating the ratio gives $r'(0)=-(1-\cos\theta)$. In the product rule for $F$, the term from $r+1/r$ contributes $r'-r'/r^2$, which is zero at $r=1$. What remains is
$$F'(0)=2r'(0)\,(2-\sin^2\theta)=-2(1-\cos\theta)(1+\cos^2\theta).$$

```lean
/-- The slope of the Klein-Nishina factor at zero photon energy is
`-2 (1 - cos θ) (1 + cos² θ)`. -/
theorem angularFactor_hasDerivAt_zero (θ : ℝ) :
    HasDerivAt (angularFactor θ) (-2 * (1 - Real.cos θ) * (1 + Real.cos θ ^ 2)) 0 := by
  have h0 : comptonRatio θ 0 = 1 := by simp [comptonRatio]
  have hlin : HasDerivAt (fun x : ℝ => 1 + x * (1 - Real.cos θ)) (1 - Real.cos θ) 0 :=
    (((hasDerivAt_id' (0 : ℝ)).mul_const (1 - Real.cos θ)).const_add 1).congr_deriv (one_mul _)
  have hr : HasDerivAt (comptonRatio θ) (-(1 - Real.cos θ)) 0 :=
    ((hasDerivAt_const (0 : ℝ) (1 : ℝ)).fun_div hlin (by norm_num)).congr_deriv (by simp)
  have hne : comptonRatio θ 0 ≠ 0 := by rw [h0]; exact one_ne_zero
  have h := (hr.fun_pow 2).fun_mul
    ((hr.fun_add ((hasDerivAt_const (0 : ℝ) (1 : ℝ)).fun_div hr hne)).sub_const
      (Real.sin θ ^ 2))
  refine HasDerivAt.congr_deriv h ?_
  simp only [h0, Real.sin_sq, one_pow, Nat.cast_ofNat]
  ring
```

`HasDerivAt` is a two-sided derivative, so the proof differentiates the original expression for $F$, extended to small negative $x$, and does not use the cubic form. At $90^\circ$ the slope is $-2$.

## The high-energy tail

Let $\cos\theta<1$. Solving the Compton relation for $xr$ gives $xr=(1-r)/(1-\cos\theta)$. Hence, for $x\ge0$,
$$xF(x)=\frac{1-r}{1-\cos\theta}\,\bigl(r^2-r\sin^2\theta+1\bigr)\longrightarrow\frac1{1-\cos\theta}.$$
At each such fixed angle the factor thus falls off like $1/x$.

```lean
/-- At a fixed angle with `cos θ < 1`, the product of photon energy and Klein-Nishina factor
tends to `1 / (1 - cos θ)` at high energy. -/
theorem energy_mul_angularFactor_tendsto {θ : ℝ} (hθ : Real.cos θ < 1) :
    Tendsto (fun x => x * angularFactor θ x) atTop (𝓝 (1 / (1 - Real.cos θ))) := by
  have hc : 0 < 1 - Real.cos θ := sub_pos.2 hθ
  have hr := comptonRatio_tendsto hθ
  have h := ((hr.const_sub 1).div_const (1 - Real.cos θ)).mul
    (((hr.pow 2).sub (hr.mul_const (Real.sin θ ^ 2))).add_const 1)
  have h2 : Tendsto (fun x => x * angularFactor θ x) atTop
      (𝓝 ((1 - 0) / (1 - Real.cos θ) * (0 ^ 2 - 0 * Real.sin θ ^ 2 + 1))) := by
    refine h.congr' ?_
    filter_upwards [eventually_ge_atTop (0 : ℝ)] with x hx
    have hD : 1 + x * (1 - Real.cos θ) ≠ 0 := by positivity
    have h1 : comptonRatio θ x * (1 + x * (1 - Real.cos θ)) = 1 := one_div_mul_cancel hD
    -- the Compton relation solved for the product of energy and ratio
    have hxr : (1 - comptonRatio θ x) / (1 - Real.cos θ) = x * comptonRatio θ x := by
      rw [div_eq_iff hc.ne']
      linear_combination -h1
    rw [hxr, (angularFactor_eq_cubic θ hx).2]
    ring
  simpa using h2
```

The step `hxr` is the solved Compton relation; the limit then follows from $r\to0$.

## One energy for each value

Let $\cos\theta<1$ and take $0<y\le1+\cos^2\theta$. Since $F\to0$, there is an energy $b\ge0$ with $F(b)<y$, while $F(0)\ge y$. On $[0,b]$ the denominator of $r$ is positive, so $F$ is continuous and takes the value $y$ somewhere. Strict decrease rules out a second solution.

```lean
/-- At a fixed angle with `cos θ < 1`, every value `y` with `0 < y ≤ 1 + cos² θ` is the
Klein-Nishina factor of exactly one photon energy `x ≥ 0`. -/
theorem existsUnique_energy {θ y : ℝ} (hθ : Real.cos θ < 1) (hy : 0 < y)
    (hy' : y ≤ 1 + Real.cos θ ^ 2) : ∃! x, 0 ≤ x ∧ angularFactor θ x = y := by
  obtain ⟨hanti, hzero, hlim⟩ := angularFactor_decreases_from_thomson hθ
  have hc : 0 < 1 - Real.cos θ := sub_pos.2 hθ
  have hr : ContinuousOn (comptonRatio θ) (Ici 0) := by
    refine continuousOn_const.div (by fun_prop) fun x hx => ?_
    have hx0 : 0 ≤ x := hx
    positivity
  have hF : ContinuousOn (angularFactor θ) (Ici 0) :=
    (((hr.pow 3).sub ((hr.pow 2).mul continuousOn_const)).add hr).congr
      fun x hx => (angularFactor_eq_cubic θ hx).2
  -- at some energy the factor has dropped below `y`
  obtain ⟨b, hb, hb0⟩ := ((hlim.eventually_lt_const hy).and (eventually_ge_atTop 0)).exists
  obtain ⟨x, hx, hxy⟩ := intermediate_value_Icc' hb0 (hF.mono Icc_subset_Ici_self)
    ⟨hb.le, hzero.symm ▸ hy'⟩
  exact ⟨x, ⟨hx.1, hxy⟩, fun z hz => hanti.injOn hz.1 hx.1 (hz.2.trans hxy.symm)⟩
```

In the right-angle example, $F=\frac38$ therefore occurs at $x=1$ and at no other nonnegative energy. The symbol `∃!` expresses both the existence of the energy and its uniqueness, and `hanti.injOn` supplies the latter.

## The forward direction

If $\cos\theta=1$, there is no recoil: $r=1$ and $\sin^2\theta=0$, so $F=1\cdot(1+1-0)=2$ at every energy. This is the Thomson value, and it never decreases, which is why the descent needs $\cos\theta<1$.

```lean
/-- In the forward direction, `cos θ = 1`, the Klein-Nishina factor equals `2` at every photon
energy. -/
theorem angularFactor_forward {θ : ℝ} (hθ : Real.cos θ = 1) (x : ℝ) :
    angularFactor θ x = 2 := by
  have h1 : comptonRatio θ x = 1 := by simp [comptonRatio, hθ]
  rw [angularFactor, h1, Real.sin_sq, hθ]
  norm_num

end

end KleinNishinaEnergy
```

```lean
#print axioms KleinNishinaEnergy.angularFactor_decreases_from_thomson
#print axioms KleinNishinaEnergy.energy_mul_angularFactor_tendsto
#print axioms KleinNishinaEnergy.existsUnique_energy
#print axioms KleinNishinaEnergy.angularFactor_forward
```

```
'KleinNishinaEnergy.angularFactor_decreases_from_thomson' depends on axioms: [propext, Classical.choice, Quot.sound]
'KleinNishinaEnergy.energy_mul_angularFactor_tendsto' depends on axioms: [propext, Classical.choice, Quot.sound]
'KleinNishinaEnergy.existsUnique_energy' depends on axioms: [propext, Classical.choice, Quot.sound]
'KleinNishinaEnergy.angularFactor_forward' depends on axioms: [propext, Classical.choice, Quot.sound]
```
